# The zero-energy linearised Usadel equation in a half-infinite ferromagnet has one bounded solution with f(0) = 1, exp(−(1+i)x/ξ)

A diffusive ferromagnet fills x ≥ 0 and touches a superconductor at x = 0. Cooper pairs leak into it, and the exchange field makes their amplitude oscillate as it decays. The quantities are, with ħ = 1:

- D > 0, the diffusion constant, and h > 0, the exchange field, which is half the spin splitting.
- f(x), the complex pair amplitude at the Fermi level divided by its interface value, so f(0) = 1. The superconductor is taken to fix the amplitude at the interface; before the division this amplitude must be small for the linearised equation to apply.
- ξ = √(D/h), the magnetic coherence length.
- k = (1+i)/ξ, called the wave number here although the modes are exp(±kx), not exp(±ikx).

## One decaying mode and its sign changes

The amplitude obeys

D f″ = 2ihf.

Its only bounded solution on x ≥ 0 with f(0) = 1 is

f(x) = exp(−(1+i)x/ξ), Re f(x) = exp(−x/ξ) cos(x/ξ).

At x > 0 the real part changes sign exactly when

x = ξ(π/2 + nπ), n = 0, 1, 2, …

Such an alternation is the usual explanation of 0–π transitions in superconductor–ferromagnet–superconductor junctions, whose second interface this model leaves out.

## The last row of a finite-difference solver

A finite-difference solver on a finite interval [0, L] can replace boundedness by a condition at L. Every solution is A exp(kx) + B exp(−kx), so

f′ + kf = 2kA exp(kx).

The end condition f′(L) = −k f(L) therefore removes the growing mode for any L > 0. In a finite-difference matrix it is the last row; the first row sets f = 1, and the interior rows discretise f″ = k²f. The condition f′(L) = 0 describes a different system, a film of thickness L with an insulating far side, whose profile is cosh(k(L−x))/cosh(kL).

The first sign change, n = 0, lies at x = πξ/2, where f = −i exp(−π/2) ≈ −0.208i. The real part vanishes there, but the amplitude does not. As h → 0 at fixed D, ξ grows without limit and this point moves off to infinity.

## From two first-order equations to the cosine

Since (1+i)² = 2i and ξ² = D/h, we have Dk² = 2ih, and the equation reads f″ = k²f. Set u = f′ + kf and v = f′ − kf. Then

u′ = k²f + kf′ = ku, v′ = k²f − kf′ = −kv.

The derivative of u exp(−kx) is zero, so u = u(0) exp(kx). Likewise v = v(0) exp(−kx). Because u − v = 2kf and k ≠ 0,

f = A exp(kx) + B exp(−kx), A = u(0)/(2k), B = −v(0)/(2k).

The modes have moduli exp(±x/ξ). If |f| ≤ C, then for x ≥ 0

|A| exp(x/ξ) = |f − B exp(−kx)| ≤ C + |B|.

Suppose A ≠ 0 and take x/ξ = t = (C + |B|)/|A|. Since exp(t) ≥ 1 + t, the left side is at least |A| + C + |B|, a contradiction. So A = 0, and f(0) = 1 gives B = 1. Conversely, exp(−kx) has second derivative k² exp(−kx), modulus at most 1 for x ≥ 0, and value 1 at x = 0.

With s = x/ξ, f = exp(−s) exp(−is), which gives the real part F(x) = exp(−s) cos s. For s ≥ 0 it vanishes exactly at s = π/2 + nπ with n ≥ 0.

If F changes sign at x, then F(x−t)F(x+t) < 0 for small t > 0. Letting t → 0 gives F(x)² ≤ 0, so F(x) = 0. Conversely, take a phase a between nπ and π/2 + nπ, and b between π/2 + nπ and (n+1)π. Then

cos a cos b = cos(a − nπ) cos(b − nπ) < 0,

because the two factors (−1)ⁿ multiply to 1, the first cosine is positive and the second is negative.

## The Lean file

```lean
import Mathlib

open Complex Set Filter Topology

namespace FerromagnetProximity

noncomputable section

/-- The magnetic coherence length `ξ = √(D/h)`, for diffusion constant `D > 0` and
exchange field `h > 0`. -/
def coherenceLength (D h : ℝ) : ℝ := Real.sqrt (D / h)

/-- The complex wave number `k = (1 + i)/ξ`, for `D > 0` and `h > 0`. -/
def waveNumber (D h : ℝ) : ℂ := (1 + I) / (coherenceLength D h : ℂ)

/-- The damped oscillating pair amplitude `exp(-(1 + i)x/ξ)`, for `D > 0` and `h > 0`. -/
def pairAmplitude (D h x : ℝ) : ℂ := exp (-(1 + I) * x / (coherenceLength D h : ℂ))

/-- The linearised Usadel equation `D f'' = 2 i h f` on the half-line `x ≥ 0`, with
one-sided derivatives at the interface `x = 0`. -/
def SolvesUsadel (D h : ℝ) (f : ℝ → ℂ) : Prop :=
  ∃ f₁ f₂ : ℝ → ℂ, ∀ x : ℝ, 0 ≤ x →
    HasDerivWithinAt f (f₁ x) (Ici 0) x ∧ HasDerivWithinAt f₁ (f₂ x) (Ici 0) x ∧
      (D : ℂ) * f₂ x = 2 * I * h * f x

/-- A real function changes sign at `x`: its values just left and just right of `x` have
opposite signs. -/
def ChangesSignAt (F : ℝ → ℝ) (x : ℝ) : Prop :=
  ∃ δ > 0, ∀ y ∈ Ioo (x - δ) x, ∀ z ∈ Ioo x (x + δ), F y * F z < 0

variable {D h : ℝ}

/-- The coherence length is positive for `D > 0` and `h > 0`. -/
lemma coherenceLength_pos (hD : 0 < D) (hh : 0 < h) : 0 < coherenceLength D h :=
  Real.sqrt_pos.2 (div_pos hD hh)

/-- For `D > 0` and `h > 0` the wave number obeys the dispersion relation `D k² = 2 i h`. -/
theorem waveNumber_sq (hD : 0 < D) (hh : 0 < h) :
    (D : ℂ) * waveNumber D h ^ 2 = 2 * I * h := by
  have hs : h * coherenceLength D h ^ 2 = D := by
    unfold coherenceLength
    rw [Real.sq_sqrt (div_pos hD hh).le]
    field_simp
  have hc : (h : ℂ) * (coherenceLength D h : ℂ) ^ 2 = D := by exact_mod_cast hs
  have hξ : (coherenceLength D h : ℂ) ≠ 0 := by
    exact_mod_cast (coherenceLength_pos hD hh).ne'
  have h1 : (coherenceLength D h : ℂ) ^ 2 * waveNumber D h ^ 2 = (1 + I) ^ 2 := by
    unfold waveNumber
    rw [div_pow, mul_div_cancel₀ _ (pow_ne_zero 2 hξ)]
  linear_combination (-waveNumber D h ^ 2) * hc + (h : ℂ) * h1 + (h : ℂ) * I_sq

/-- The exponential `exp(cx)` of a real position has derivative `c exp(cx)`. -/
lemma hasDerivAt_mode (c : ℂ) (y : ℝ) :
    HasDerivAt (fun t : ℝ => exp (c * t)) (c * exp (c * y)) y := by
  have h0 : HasDerivAt (fun t : ℝ => (t : ℂ)) 1 y := by
    simpa using (hasDerivAt_id y).ofReal_comp
  exact ((h0.const_mul c).cexp).congr_deriv (by ring)

/-- A solution of `u' = c u` on the half-line is `u(0) exp(cx)`. -/
theorem exponential_mode {u : ℝ → ℂ} {c : ℂ}
    (hu : ∀ x : ℝ, 0 ≤ x → HasDerivWithinAt u (c * u x) (Ici 0) x) {x : ℝ} (hx : 0 ≤ x) :
    u x = u 0 * exp (c * x) := by
  -- the product of `u` with the inverse exponential is constant
  have hw : ∀ y : ℝ, 0 ≤ y →
      HasDerivWithinAt (fun t : ℝ => u t * exp (-c * t)) 0 (Ici 0) y := fun y hy =>
    ((hu y hy).mul (hasDerivAt_mode (-c) y).hasDerivWithinAt).congr_deriv (by ring)
  have hc : u x * exp (-c * x) = u 0 * exp (-c * (0 : ℝ)) :=
    constant_of_has_deriv_right_zero (f := fun t : ℝ => u t * exp (-c * t))
      (fun y hy => (hw y hy.1).continuousWithinAt.mono Icc_subset_Ici_self)
      (fun y hy => (hw y hy.1).mono (Ici_subset_Ici.2 hy.1)) x ⟨hx, le_rfl⟩
  have he : exp (-c * x) * exp (c * x) = 1 := by
    rw [← exp_add]
    simp
  simp only [ofReal_zero, mul_zero, exp_zero, mul_one] at hc
  linear_combination exp (c * x) * hc - u x * he

/-- For `D > 0` and `h > 0` every solution of the linearised Usadel equation is, on `x ≥ 0`, a
linear combination of the growing mode `exp(kx)` and the decaying mode `exp(-kx)`. -/
theorem general_solution (hD : 0 < D) (hh : 0 < h) {f : ℝ → ℂ} (hf : SolvesUsadel D h f) :
    ∃ A B : ℂ, ∀ x : ℝ, 0 ≤ x →
      f x = A * exp (waveNumber D h * x) + B * exp (-waveNumber D h * x) := by
  obtain ⟨f₁, f₂, H⟩ := hf
  have hk2 := waveNumber_sq hD hh
  have hk : waveNumber D h ≠ 0 := by
    intro h0
    simp [h0, hh.ne'] at hk2
  generalize waveNumber D h = k at hk2 hk ⊢
  have hD' : (D : ℂ) ≠ 0 := by exact_mod_cast hD.ne'
  have h2 : ∀ y : ℝ, 0 ≤ y → f₂ y = k ^ 2 * f y := fun y hy =>
    mul_left_cancel₀ hD' (by linear_combination (H y hy).2.2 - f y * hk2)
  -- factorise the equation into two first-order ones
  have hu : ∀ y : ℝ, 0 ≤ y →
      HasDerivWithinAt (fun t => f₁ t + k * f t) (k * (f₁ y + k * f y)) (Ici 0) y :=
    fun y hy => ((H y hy).2.1.add ((H y hy).1.const_mul k)).congr_deriv
      (by rw [h2 y hy]; ring)
  have hv : ∀ y : ℝ, 0 ≤ y →
      HasDerivWithinAt (fun t => f₁ t - k * f t) (-k * (f₁ y - k * f y)) (Ici 0) y :=
    fun y hy => ((H y hy).2.1.sub ((H y hy).1.const_mul k)).congr_deriv
      (by rw [h2 y hy]; ring)
  have h2k : 2 * k ≠ 0 := mul_ne_zero two_ne_zero hk
  obtain ⟨A, hA⟩ : ∃ A : ℂ, 2 * k * A = f₁ 0 + k * f 0 :=
    ⟨(f₁ 0 + k * f 0) / (2 * k), by field_simp⟩
  obtain ⟨B, hB⟩ : ∃ B : ℂ, 2 * k * B = -(f₁ 0 - k * f 0) :=
    ⟨-(f₁ 0 - k * f 0) / (2 * k), by field_simp⟩
  refine ⟨A, B, fun x hx => mul_left_cancel₀ h2k ?_⟩
  have a : f₁ x + k * f x = (f₁ 0 + k * f 0) * exp (k * x) := exponential_mode hu hx
  have b : f₁ x - k * f x = (f₁ 0 - k * f 0) * exp (-k * x) := exponential_mode hv hx
  linear_combination a - b - exp (k * x) * hA - exp (-k * x) * hB

/-- The pair amplitude has real part `exp(-x/ξ) cos(x/ξ)` and modulus `exp(-x/ξ)`. -/
theorem pairAmplitude_re_norm (D h x : ℝ) :
    (pairAmplitude D h x).re =
        Real.exp (-(x / coherenceLength D h)) * Real.cos (x / coherenceLength D h) ∧
      ‖pairAmplitude D h x‖ = Real.exp (-(x / coherenceLength D h)) := by
  have e : -(1 + I) * x / (coherenceLength D h : ℂ) =
      ((-(x / coherenceLength D h) : ℝ) : ℂ) + ((-(x / coherenceLength D h) : ℝ) : ℂ) * I := by
    push_cast
    ring
  have hre : ∀ s : ℝ, ((s : ℂ) + s * I).re = s := fun s => by simp
  have him : ∀ s : ℝ, ((s : ℂ) + s * I).im = s := fun s => by simp
  unfold pairAmplitude
  rw [e, exp_re, norm_exp, hre, him, Real.cos_neg]
  exact ⟨rfl, rfl⟩

/-- For `D > 0` and `h > 0`, a function on the half-line is a bounded solution of the
linearised Usadel equation with `f(0) = 1` if and only if it is `exp(-(1 + i)x/ξ)`. -/
theorem bounded_solution_iff (hD : 0 < D) (hh : 0 < h) (f : ℝ → ℂ) :
    (SolvesUsadel D h f ∧ (∃ C : ℝ, ∀ x : ℝ, 0 ≤ x → ‖f x‖ ≤ C) ∧ f 0 = 1) ↔
      ∀ x : ℝ, 0 ≤ x → f x = pairAmplitude D h x := by
  have hξ := coherenceLength_pos hD hh
  have hp : ∀ x : ℝ, pairAmplitude D h x = exp (-waveNumber D h * x) := fun x => by
    unfold pairAmplitude waveNumber
    congr 1
    ring
  have hn : ∀ x : ℝ, 0 ≤ x → ‖pairAmplitude D h x‖ ≤ 1 := fun x hx => by
    rw [(pairAmplitude_re_norm D h x).2]
    exact Real.exp_le_one_iff.2 (neg_nonpos.2 (div_nonneg hx hξ.le))
  constructor
  · rintro ⟨hf, ⟨C, hC⟩, h0⟩
    obtain ⟨A, B, hAB⟩ := general_solution hD hh hf
    -- the growing mode is bounded by a constant, so its coefficient vanishes
    have key : ∀ t : ℝ, 0 ≤ t → ‖A‖ * Real.exp t ≤ C + ‖B‖ := fun t ht => by
      have hx : 0 ≤ coherenceLength D h * t := mul_nonneg hξ.le ht
      have hc : (coherenceLength D h : ℂ) ≠ 0 := by exact_mod_cast hξ.ne'
      have hkx : waveNumber D h * ((coherenceLength D h * t : ℝ) : ℂ) = (1 + I) * t := by
        unfold waveNumber
        push_cast
        field_simp
      have n1 : ‖exp (waveNumber D h * ((coherenceLength D h * t : ℝ) : ℂ))‖ =
          Real.exp t := by
        rw [hkx, norm_exp]
        simp
      have n2 := hn _ hx
      rw [hp] at n2
      have e := hAB _ hx
      calc ‖A‖ * Real.exp t
          = ‖f (coherenceLength D h * t) -
              B * exp (-waveNumber D h * ((coherenceLength D h * t : ℝ) : ℂ))‖ := by
            rw [e, add_sub_cancel_right, norm_mul, n1]
        _ ≤ _ := norm_sub_le _ _
        _ ≤ C + ‖B‖ := by
            rw [norm_mul]
            exact add_le_add (hC _ hx) (mul_le_of_le_one_right (norm_nonneg _) n2)
    have hA : A = 0 := by
      by_contra hne
      have hpos : 0 < ‖A‖ := norm_pos_iff.2 hne
      have hC0 : 0 ≤ C := (norm_nonneg _).trans (hC 0 le_rfl)
      have h1 := key ((C + ‖B‖) / ‖A‖) (div_nonneg (add_nonneg hC0 (norm_nonneg _)) hpos.le)
      have h2 := mul_le_mul_of_nonneg_left
        (Real.add_one_le_exp ((C + ‖B‖) / ‖A‖)) hpos.le
      have h3 : ‖A‖ * ((C + ‖B‖) / ‖A‖) = C + ‖B‖ := by field_simp
      rw [mul_add, h3] at h2
      linarith
    have hB : B = 1 := by
      have e := hAB 0 le_rfl
      rw [h0, hA] at e
      simpa using e.symm
    intro x hx
    rw [hAB x hx, hA, hB, hp, zero_mul, zero_add, one_mul]
  · intro H
    refine ⟨⟨fun x => -waveNumber D h * exp (-waveNumber D h * x),
      fun x => -waveNumber D h * (-waveNumber D h * exp (-waveNumber D h * x)),
      fun x hx => ⟨?_, ?_, ?_⟩⟩, ⟨1, fun x hx => ?_⟩, ?_⟩
    · exact (hasDerivAt_mode (-waveNumber D h) x).hasDerivWithinAt.congr
        (fun y hy => (H y hy).trans (hp y)) ((H x hx).trans (hp x))
    · exact ((hasDerivAt_mode (-waveNumber D h) x).const_mul _).hasDerivWithinAt
    · rw [H x hx, hp]
      linear_combination exp (-waveNumber D h * x) * waveNumber_sq hD hh
    · rw [H x hx]
      exact hn x hx
    · rw [H 0 le_rfl, hp]
      simp

/-- For `D > 0` and `h > 0`, the real part of the pair amplitude vanishes at `x ≥ 0` exactly
when `x = ξ(π/2 + nπ)` for a natural number `n`. -/
theorem re_eq_zero_iff (hD : 0 < D) (hh : 0 < h) {x : ℝ} (hx : 0 ≤ x) :
    (pairAmplitude D h x).re = 0 ↔
      ∃ n : ℕ, x = coherenceLength D h * (Real.pi / 2 + n * Real.pi) := by
  have hξ := coherenceLength_pos hD hh
  rw [(pairAmplitude_re_norm D h x).1, mul_eq_zero, or_iff_right (Real.exp_pos _).ne',
    Real.cos_eq_zero_iff]
  constructor
  · rintro ⟨m, hm⟩
    have hm0 : 0 ≤ m := by
      by_contra hneg
      have h1 : (m : ℝ) ≤ -1 := by exact_mod_cast (by omega : m ≤ -1)
      have h2 := div_nonneg hx hξ.le
      nlinarith [Real.pi_pos]
    lift m to ℕ using hm0
    refine ⟨m, ?_⟩
    rw [div_eq_iff hξ.ne'] at hm
    rw [hm]
    push_cast
    ring
  · rintro ⟨n, hn⟩
    refine ⟨n, ?_⟩
    rw [div_eq_iff hξ.ne', hn]
    push_cast
    ring

/-- For `D > 0` and `h > 0`, the real part of a bounded solution of the linearised Usadel
equation with `f(0) = 1` changes sign at `x > 0` exactly when `x = ξ(π/2 + nπ)` for a
natural number `n`. -/
theorem changesSign_iff (hD : 0 < D) (hh : 0 < h) {f : ℝ → ℂ} (hf : SolvesUsadel D h f)
    (hb : ∃ C : ℝ, ∀ x : ℝ, 0 ≤ x → ‖f x‖ ≤ C) (h0 : f 0 = 1) {x : ℝ} (hx : 0 < x) :
    ChangesSignAt (fun y => (f y).re) x ↔
      ∃ n : ℕ, x = coherenceLength D h * (Real.pi / 2 + n * Real.pi) := by
  have hξ := coherenceLength_pos hD hh
  have H := (bounded_solution_iff hD hh f).1 ⟨hf, hb, h0⟩
  constructor
  · rintro ⟨δ, hδ, hs⟩
    -- by continuity the square of the value at `x` is a limit of negative products
    have hP : Continuous (fun y => (pairAmplitude D h y).re) := by
      simp only [(pairAmplitude_re_norm D h _).1]
      fun_prop
    have hc : Continuous (fun t : ℝ =>
        (pairAmplitude D h (x - t)).re * (pairAmplitude D h (x + t)).re) :=
      (hP.comp (continuous_const.sub continuous_id)).mul
        (hP.comp (continuous_const.add continuous_id))
    have T := (hc.tendsto 0).mono_left (nhdsWithin_le_nhds (s := Ioi 0))
    simp only [sub_zero, add_zero] at T
    have hle : (pairAmplitude D h x).re * (pairAmplitude D h x).re ≤ 0 := by
      refine le_of_tendsto T ?_
      filter_upwards [Ioo_mem_nhdsGT (lt_min hδ hx)] with t ht
      have h1 := ht.1
      have h2 := ht.2.trans_le (min_le_left _ _)
      have h3 := ht.2.trans_le (min_le_right _ _)
      have h4 := hs (x - t) ⟨by linarith, by linarith⟩ (x + t) ⟨by linarith, by linarith⟩
      simp only [H (x - t) (by linarith), H (x + t) (by linarith)] at h4
      exact h4.le
    exact (re_eq_zero_iff hD hh hx.le).1
      (mul_self_eq_zero.1 (le_antisymm hle (mul_self_nonneg _)))
  · rintro ⟨n, hn⟩
    have hπ := Real.pi_pos
    have hξπ := mul_pos hξ hπ
    have hnn : 0 ≤ coherenceLength D h * (n * Real.pi) := by positivity
    refine ⟨coherenceLength D h * Real.pi / 2, by positivity, fun y hy z hz => ?_⟩
    obtain ⟨hy1, hy2⟩ := hy
    obtain ⟨hz1, hz2⟩ := hz
    have y1 : n * Real.pi < y / coherenceLength D h := (lt_div_iff₀ hξ).2 (by linarith)
    have y2 : y / coherenceLength D h < Real.pi / 2 + n * Real.pi :=
      (div_lt_iff₀ hξ).2 (by linarith)
    have z1 : Real.pi / 2 + n * Real.pi < z / coherenceLength D h :=
      (lt_div_iff₀ hξ).2 (by linarith)
    have z2 : z / coherenceLength D h < Real.pi + n * Real.pi :=
      (div_lt_iff₀ hξ).2 (by linarith)
    simp only [H y (by linarith), H z (by linarith), (pairAmplitude_re_norm D h _).1]
    generalize y / coherenceLength D h = a at y1 y2 ⊢
    generalize z / coherenceLength D h = b at z1 z2 ⊢
    -- shift both phases by `nπ`: the cosines are positive and negative there
    have ca : Real.cos a = (-1) ^ n * Real.cos (a - n * Real.pi) := by
      rw [← Real.cos_add_nat_mul_pi, sub_add_cancel]
    have cb : Real.cos b = (-1) ^ n * Real.cos (b - n * Real.pi) := by
      rw [← Real.cos_add_nat_mul_pi, sub_add_cancel]
    have pa : 0 < Real.cos (a - n * Real.pi) :=
      Real.cos_pos_of_mem_Ioo ⟨by linarith, by linarith⟩
    have pb : Real.cos (b - n * Real.pi) < 0 :=
      Real.cos_neg_of_pi_div_two_lt_of_lt (by linarith) (by linarith)
    have hsq : ((-1 : ℝ) ^ n) * (-1) ^ n = 1 := by
      rw [← mul_pow]
      norm_num
    have hprod : Real.cos a * Real.cos b < 0 := by
      calc Real.cos a * Real.cos b
          = ((-1) ^ n * (-1) ^ n) *
              (Real.cos (a - n * Real.pi) * Real.cos (b - n * Real.pi)) := by
            rw [ca, cb]
            ring
        _ < 0 := by
            rw [hsq, one_mul]
            exact mul_neg_of_pos_of_neg pa pb
    calc Real.exp (-a) * Real.cos a * (Real.exp (-b) * Real.cos b)
        = (Real.exp (-a) * Real.exp (-b)) * (Real.cos a * Real.cos b) := by ring
      _ < 0 := mul_neg_of_pos_of_neg (by positivity) hprod

end

end FerromagnetProximity
```

```lean
#print axioms FerromagnetProximity.bounded_solution_iff
#print axioms FerromagnetProximity.changesSign_iff
```

```
'FerromagnetProximity.bounded_solution_iff' depends on axioms: [propext, Classical.choice, Quot.sound]
'FerromagnetProximity.changesSign_iff' depends on axioms: [propext, Classical.choice, Quot.sound]
```

## What is proved about f, and what remains between f and a junction

`SolvesUsadel D h f` says that f has first and second derivatives `f₁` and `f₂` on the closed half-line, one-sided at x = 0, and that they satisfy the equation. Values of f at negative x are unrestricted. `bounded_solution_iff` is the equivalence between being a bounded solution with `f 0 = 1` and equalling `pairAmplitude` for all x ≥ 0. `changesSign_iff` locates the sign changes; `ChangesSignAt` requires every value just left of x and every value just right of it to have a negative product.

`waveNumber_sq` supplies Dk² = 2ih. `exponential_mode` shows that u exp(−kx) is constant, and `general_solution` applies it to u and v (`hu`, `hv`), then recombines them with `linear_combination`. In `bounded_solution_iff`, `key` is the bound on |A| exp(t), and `hA` inserts the special t. `pairAmplitude_re_norm` gives the real part and modulus, and `re_eq_zero_iff` finds the zeros. In `changesSign_iff`, `le_of_tendsto` takes the limit t → 0, while `ca` and `cb` shift the phases by nπ.

The model has a uniform exchange field, zero energy and no spin-flip scattering. The step left to physics is from the sign of Re f to the ground-state phase of a junction: a second superconductor and a finite thickness change the boundary conditions, so the transition thicknesses need not equal ξ(π/2 + nπ).
